# The characteristic polynomial of [[A, B], [B, A]] is the product of those of A + B and A − B

Let R be a commutative ring and let A and B be square matrices of the same finite size over R. Write

M = [[A, B], [B, A]]

for the block matrix with rows (A, B) and (B, A). In the physical reading, M is the one-electron Hamiltonian of a molecule whose mirror plane exchanges two equivalent halves. A acts within each half, and B couples the halves. The basis is orthonormal, and each basis orbital of the second half is the mirror image, sign included, of the corresponding orbital of the first. The reflection is then the matrix

σ = [[0, 1], [1, 0]],

where 0 and 1 are the zero and identity blocks. A vector on the whole molecule is written (u, v), with u on the first half and v on the second. The characteristic polynomial of a matrix K is det(x·1 − K), written charpoly(K).

## Splitting the secular problem by parity

Start from a general block matrix H = [[A, B], [B′, A′]]. The two products with σ are

σH = [[B′, A′], [A, B]]

Hσ = [[B, A], [A′, B′]].

They agree exactly when B′ = B and A′ = A, so mirror symmetry and the form M are the same condition.

On symmetric and antisymmetric vectors M acts as

M(u, u) = ((A + B)u, (A + B)u)

M(u, −u) = ((A − B)u, −(A − B)u).

Hence (u, u) satisfies the secular equation at energy E exactly when (A + B)u = Eu, and (u, −u) does so exactly when (A − B)u = Eu. For a normalised real or complex u, the normalised molecular orbitals are (u, u)/√2 and (u, −u)/√2.

The determinant needs no division by 2. Add the second block row to the first, then subtract the first block column from the second:

[[1, 1], [0, 1]] · M · [[1, −1], [0, 1]] = [[A + B, 0], [B, A − B]].

The outer factors have determinant 1, so

det M = det(A + B) · det(A − B).

The characteristic matrix has the same mirror form:

x·1 − M = [[x·1 − A, −B], [−B, x·1 − A]].

The sum of its two blocks is x·1 − (A + B) and their difference is x·1 − (A − B). The determinant formula therefore gives

charpoly(M) = charpoly(A + B) · charpoly(A − B).

This holds in characteristic 2 as well, where symmetric and antisymmetric vectors coincide and the two factors are equal.

The equality of the diagonal blocks matters. Take two sites with on-site energies 0 and 1 and coupling 1, that is [[0, 1], [1, 1]]. Its characteristic polynomial is x² − x − 1, whereas the formula with A = 0 and B = 1 would give (x − 1)(x + 1) = x² − 1.

## The four-site chain of butadiene

In the Hückel model of butadiene, sites 0, 1, 2, 3 form a chain. Each carries one π orbital with on-site energy α, and neighbouring sites are coupled by the resonance integral β. Reversing the chain exchanges 0 with 3 and 1 with 2. In the planar s-cis form of the molecule this is a reflection in a mirror plane; in the s-trans form a half-turn about an axis perpendicular to the molecular plane acts on the π orbitals in the same way. With the halves ordered as (0, 1) and (3, 2), only the central bond joins them:

A = [[α, β], [β, α]], B = [[0, 0], [0, β]].

Thus A ± B = [[α, β], [β, α ± β]]. With y = x − α, the two characteristic polynomials are

y(y − β) − β² = y² − βy − β² (symmetric)

y(y + β) − β² = y² + βy − β² (antisymmetric).

Their roots are y = β(1 ± √5)/2 and y = −β(1 ± √5)/2 respectively. For α = 0 and β = 1 the full polynomial is (x² − x − 1)(x² + x − 1). Since β is negative for π bonding, a larger value of (E − α)/β means a lower energy.

## Two halves and their reflection in Lean

The index type `n` labels the orbitals of one half. It is finite and otherwise arbitrary, and `R` is any commutative ring; neither Hermiticity nor real entries are assumed.

```lean
import Mathlib

open Matrix Polynomial

namespace MirrorSymmetry

noncomputable section

variable {n R : Type*} [Fintype n] [DecidableEq n] [CommRing R]
```

The whole molecule is indexed by `n ⊕ n`, the disjoint union of two copies of `n`, with `Sum.inl` for the first half and `Sum.inr` for the second. No orbital is shared by the halves, so the three-site allyl chain, whose middle orbital is its own mirror image, is not covered.

```lean
/-- The Hamiltonian of two equivalent halves: `A` acts within each half and `B` couples
the two halves. -/
def mirrorBlock (A B : Matrix n n R) : Matrix (n ⊕ n) (n ⊕ n) R :=
  fromBlocks A B B A

/-- The reflection that exchanges the two halves of the molecule. -/
def reflection : Matrix (n ⊕ n) (n ⊕ n) R :=
  fromBlocks 0 1 1 0
```

The first theorem characterises mirror symmetry. Block multiplication turns the commutation relation into four block equations. Two of them give the conclusion, and substituting the conclusion makes all four true.

```lean
/-- A Hamiltonian on two halves commutes with the reflection exactly when its two diagonal
blocks agree and its two coupling blocks agree. -/
theorem reflection_commutes_iff (A B B' A' : Matrix n n R) :
    reflection * fromBlocks A B B' A' = fromBlocks A B B' A' * reflection ↔
      B' = B ∧ A' = A := by
  simp only [reflection, fromBlocks_multiply, Matrix.zero_mul, Matrix.one_mul,
    Matrix.mul_zero, Matrix.mul_one, zero_add, add_zero, Matrix.fromBlocks_inj]
  constructor
  · rintro ⟨h1, h2, -, -⟩
    exact ⟨h1, h2⟩
  · rintro ⟨rfl, rfl⟩
    exact ⟨rfl, rfl, rfl, rfl⟩
```

## Symmetric and antisymmetric vectors

The vector (u, u) is `Sum.elim u u`, and `*ᵥ` applies a matrix to a vector. The theorem is an equivalence for every `u`, including zero; an eigenvector in the usual sense also needs u ≠ 0. The auxiliary statement `h` is the formula for M(u, u) derived above. One direction then reads off the first half of the vector equation, and the other restores both halves.

```lean
omit [DecidableEq n] in
/-- A symmetric combination `(u, u)` solves the full secular problem at energy `E` exactly
when `u` solves the half-size problem for `A + B`. -/
theorem symmetric_orbital_iff (A B : Matrix n n R) (u : n → R) (E : R) :
    mirrorBlock A B *ᵥ Sum.elim u u = E • Sum.elim u u ↔ (A + B) *ᵥ u = E • u := by
  have h : mirrorBlock A B *ᵥ Sum.elim u u
      = Sum.elim ((A + B) *ᵥ u) ((A + B) *ᵥ u) := by
    rw [mirrorBlock, fromBlocks_mulVec, Sum.elim_comp_inl, Sum.elim_comp_inr,
      Matrix.add_mulVec, add_comm (B *ᵥ u)]
  rw [h]
  constructor
  · intro e
    funext i
    exact congrFun e (Sum.inl i)
  · intro e
    rw [e]
    ext (i | i) <;> rfl
```

The antisymmetric case follows the same route, with the second half of the equation being the negative of the first.

```lean
omit [DecidableEq n] in
/-- An antisymmetric combination `(u, -u)` solves the full secular problem at energy `E`
exactly when `u` solves the half-size problem for `A - B`. -/
theorem antisymmetric_orbital_iff (A B : Matrix n n R) (u : n → R) (E : R) :
    mirrorBlock A B *ᵥ Sum.elim u (-u) = E • Sum.elim u (-u) ↔
      (A - B) *ᵥ u = E • u := by
  have h : mirrorBlock A B *ᵥ Sum.elim u (-u)
      = Sum.elim ((A - B) *ᵥ u) (-((A - B) *ᵥ u)) := by
    rw [mirrorBlock, fromBlocks_mulVec, Sum.elim_comp_inl, Sum.elim_comp_inr]
    simp only [Matrix.mulVec_neg, Matrix.sub_mulVec]
    congr 1 <;> abel
  rw [h]
  constructor
  · intro e
    funext i
    exact congrFun e (Sum.inl i)
  · intro e
    rw [e]
    ext (i | i) <;> simp
```

## From the determinant to the characteristic polynomial

Here `h` is the block triangular identity. After the blocks are multiplied out, `abel` settles the remaining sums. Taking determinants of both sides and using the rule for block triangular matrices gives the product.

```lean
/-- The determinant of a mirror-symmetric matrix is the product of the determinants of
`A + B` and `A - B`. -/
theorem det_mirrorBlock (A B : Matrix n n R) :
    (mirrorBlock A B).det = (A + B).det * (A - B).det := by
  -- a unipotent change of basis makes the matrix block triangular
  have h : fromBlocks (1 : Matrix n n R) 1 0 1 * mirrorBlock A B
      * fromBlocks (1 : Matrix n n R) (-1) 0 1 = fromBlocks (A + B) 0 B (A - B) := by
    simp only [mirrorBlock, fromBlocks_multiply, Matrix.one_mul, Matrix.zero_mul,
      Matrix.mul_one, Matrix.mul_zero, Matrix.mul_neg, zero_add, add_zero]
    congr 1 <;> abel
  have hd := congrArg Matrix.det h
  simpa only [Matrix.det_mul, Matrix.det_fromBlocks_zero₂₁, Matrix.det_fromBlocks_zero₁₂,
    Matrix.det_one, _root_.one_mul, _root_.mul_one] using hd
```

In the next theorem `charmatrix A` is x·1 − A, a matrix of polynomials, and `B.map C` is B with its entries read as constant polynomials. The statements `hp` and `hm` identify the sum and difference of the blocks entry by entry. The determinant theorem is then applied over the polynomial ring, which is possible because it was proved for every commutative ring.

```lean
/-- The characteristic polynomial of a mirror-symmetric Hamiltonian is the product of the
characteristic polynomials of `A + B` and `A - B`. -/
theorem charpoly_mirrorBlock (A B : Matrix n n R) :
    (mirrorBlock A B).charpoly = (A + B).charpoly * (A - B).charpoly := by
  have hp : charmatrix A + -B.map C = charmatrix (A + B) := by
    refine Matrix.ext fun i j => ?_
    simp only [Matrix.add_apply, Matrix.neg_apply, Matrix.map_apply,
      Matrix.charmatrix_apply, Polynomial.C_add]
    ring
  have hm : charmatrix A - -B.map C = charmatrix (A - B) := by
    refine Matrix.ext fun i j => ?_
    simp only [Matrix.sub_apply, Matrix.neg_apply, Matrix.map_apply,
      Matrix.charmatrix_apply, Polynomial.C_sub]
    ring
  -- the characteristic matrix is itself mirror symmetric
  have h := det_mirrorBlock (charmatrix A) (-B.map C)
  rw [hp, hm] at h
  rw [Matrix.charpoly, mirrorBlock, Matrix.charmatrix_fromBlocks]
  exact h
```

For a finite, orthonormal one-electron basis of this kind, the theorem replaces one secular determinant by two of half the size, one for each parity.

## Butadiene folded at its central bond

The Hamiltonian is entered as the chain itself, with no symmetry built in. Equal on-site energies and equal resonance integrals are assumptions of the model: they treat all carbon atoms as alike and ignore the alternation of bond lengths. Overlap and electron repulsion are left out as well.

```lean
/-- The Hückel Hamiltonian of butadiene: a chain of four sites with on-site energy `α` and
resonance integral `β` between neighbours. -/
def butadiene (α β : ℝ) : Matrix (Fin 4) (Fin 4) ℝ :=
  !![α, β, 0, 0; β, α, β, 0; 0, β, α, β; 0, 0, β, α]
```

The relabelling `foldChain` sends the first half to sites 0, 1 and the second to sites 3, 2.

```lean
/-- The labelling of the four sites by halves: sites 0, 1 on one side and their mirror images 3, 2
on the other. -/
def foldChain : Fin 2 ⊕ Fin 2 ≃ Fin 4 where
  toFun := Sum.elim ![0, 1] ![3, 2]
  invFun := ![Sum.inl 0, Sum.inl 1, Sum.inr 1, Sum.inr 0]
  left_inv := by
    intro x
    rcases x with x | x <;> fin_cases x <;> rfl
  right_inv := by
    intro x
    fin_cases x <;> rfl
```

Comparing all sixteen entries shows that the relabelled chain has mirror form.

```lean
/-- With its atoms labelled by halves, the butadiene Hamiltonian is mirror symmetric, and
the halves are coupled only through the central bond. -/
theorem butadiene_fold (α β : ℝ) :
    reindex foldChain.symm foldChain.symm (butadiene α β)
      = mirrorBlock !![α, β; β, α] !![0, 0; 0, β] := by
  ext (i | i) (j | j) <;> fin_cases i <;> fin_cases j <;> rfl
```

The factorisation holds for all real `α` and `β`. In its proof, `two` is the characteristic polynomial of a general 2 × 2 matrix, while `hs` and `ha` compute A + B and A − B. Relabelling leaves the characteristic polynomial unchanged, so `charpoly_mirrorBlock` applies, and `ring` brings the two factors to the stated form.

```lean
/-- The secular polynomial of butadiene is the product of the two quadratic factors `(x - α)² - β(x
- α) - β²` and `(x - α)² + β(x - α) - β²`, for any real `α` and `β`. -/
theorem charpoly_butadiene (α β : ℝ) :
    (butadiene α β).charpoly =
      ((X - C α) ^ 2 - C β * (X - C α) - C β ^ 2) *
      ((X - C α) ^ 2 + C β * (X - C α) - C β ^ 2) := by
  have two : ∀ a b c d : ℝ, (!![a, b; c, d]).charpoly
      = (X - C a) * (X - C d) - C b * C c := by
    intro a b c d
    rw [Matrix.charpoly_fin_two, Matrix.trace_fin_two_of, Matrix.det_fin_two_of]
    simp only [Polynomial.C_add, Polynomial.C_sub, Polynomial.C_mul]
    ring
  have hs : !![α, β; β, α] + !![0, 0; 0, β] = !![α, β; β, α + β] := by
    ext i j
    fin_cases i <;> fin_cases j <;> simp
  have ha : !![α, β; β, α] - !![0, 0; 0, β] = !![α, β; β, α - β] := by
    ext i j
    fin_cases i <;> fin_cases j <;> simp
  rw [← Matrix.charpoly_reindex foldChain.symm (butadiene α β), butadiene_fold,
    charpoly_mirrorBlock, hs, ha, two, two]
  simp only [Polynomial.C_add, Polynomial.C_sub]
  ring
```

Setting α = 0 and β = 1 gives the dimensionless version.

```lean
/-- With energies measured from `α` in units of `β`, the secular polynomial of butadiene is
`(x² - x - 1)(x² + x - 1)`. -/
theorem charpoly_butadiene_units :
    (butadiene 0 1).charpoly = (X ^ 2 - X - 1) * (X ^ 2 + X - 1) := by
  rw [charpoly_butadiene]
  simp only [Polynomial.C_0, Polynomial.C_1]
  ring
```

The last theorem says that a real number E is a root of the secular polynomial exactly when it is one of the four listed values. These are distinct for β ≠ 0 and all equal to α for β = 0. The identities `h1` and `h2` factor the quadratics using (√5)² = 5, and a product vanishes exactly when one of its factors does.

```lean
/-- The roots of the secular polynomial of butadiene are `α + β(1 ± √5)/2` and
`α - β(1 ± √5)/2`. -/
theorem butadiene_levels (α β E : ℝ) :
    (butadiene α β).charpoly.eval E = 0 ↔
      E = α + (1 + √5) / 2 * β ∨ E = α + (1 - √5) / 2 * β ∨
      E = α - (1 + √5) / 2 * β ∨ E = α - (1 - √5) / 2 * β := by
  have h5 : √5 ^ 2 = (5 : ℝ) := Real.sq_sqrt (by norm_num)
  -- each quadratic splits over the reals
  have h1 : (E - α) ^ 2 - β * (E - α) - β ^ 2
      = (E - (α + (1 + √5) / 2 * β)) * (E - (α + (1 - √5) / 2 * β)) := by
    linear_combination (β ^ 2 / 4) * h5
  have h2 : (E - α) ^ 2 + β * (E - α) - β ^ 2
      = (E - (α - (1 + √5) / 2 * β)) * (E - (α - (1 - √5) / 2 * β)) := by
    linear_combination (β ^ 2 / 4) * h5
  rw [charpoly_butadiene]
  simp only [Polynomial.eval_mul, Polynomial.eval_sub, Polynomial.eval_add,
    Polynomial.eval_pow, Polynomial.eval_X, Polynomial.eval_C]
  rw [h1, h2]
  simp only [mul_eq_zero, sub_eq_zero, or_assoc]

end

end MirrorSymmetry
```

```lean
#print axioms MirrorSymmetry.antisymmetric_orbital_iff
#print axioms MirrorSymmetry.charpoly_mirrorBlock
#print axioms MirrorSymmetry.charpoly_butadiene_units
#print axioms MirrorSymmetry.butadiene_levels
```

```
'MirrorSymmetry.antisymmetric_orbital_iff' depends on axioms: [propext, Classical.choice, Quot.sound]
'MirrorSymmetry.charpoly_mirrorBlock' depends on axioms: [propext, Classical.choice, Quot.sound]
'MirrorSymmetry.charpoly_butadiene_units' depends on axioms: [propext, Classical.choice, Quot.sound]
'MirrorSymmetry.butadiene_levels' depends on axioms: [propext, Classical.choice, Quot.sound]
```
